# In a finite basis, the PAW transformation with biorthogonal projectors needs exactly as many projectors as there are independent wave differences

**Q:** Take two channels of the projector augmented-wave (PAW) method in an orthonormal basis $e_1,e_2,e_3$. The pseudo waves are $e_1,e_2$, which also serve as projectors, and the all-electron waves are $e_1+e_3$ and $e_2+e_3$. Do I need both projectors to recover all-electron states from pseudo states?

**A:** No. Both channels add the same $e_3$, so the transformation is
$$T=1+e_3e_1^H+e_3e_2^H=1+e_3(e_1+e_2)^H .$$
The single projector $e_1+e_2$ suffices. On the vector $(2,3,1)$ it gives $2+3=5$, and $T$ returns $(2,3,6)$, as the two separate projectors do. In terms of mixing, replace the second channel by the second minus the first: its wave difference is $e_3-e_3=0$.

**Q:** And for general waves?

**A:** Store the all-electron waves, pseudo waves and projectors as columns of $n\times m$ matrices $\Phi,\tilde\Phi,P$. Let $U=\Phi-\tilde\Phi$ (a difference, not a unitary), $k=\operatorname{rank}U$ and $T=1+UP^H$.

Choose a complement $C$ of $\ker U$ in $\mathbb C^m$. By rank–nullity, $\dim C=k$. Bases of $C$ and $\ker U$ together form a basis of $\mathbb C^m$; make its vectors the columns of $M$. Then $M$ is invertible, and the columns of $UM$ that come from $\ker U$ vanish. With $s$ the set of the other $k$ channels,
$$UP^H=(UM)(M^{-1}P^H)=\sum_{j\in s}(UM)_j\,\big(P(M^{-1})^H\big)_j^H .$$

For the lower bound, assume $P^H\tilde\Phi=1$. Then $(T-1)\tilde\Phi=UP^H\tilde\Phi=U$, so $k\le\operatorname{rank}(T-1)$. If $T=1+XY^H$ with $r$ columns in $X$ and $Y$, then $\operatorname{rank}(T-1)\le r$, hence $k\le r$. In the limiting case $k=0$, $T=1$ and no projector is needed.

**Q:** What does the condition $P^H\tilde\Phi=1$ stand for?

**A:** Each projector reads off the coefficient of its own pseudo wave and ignores the others, so $T\tilde\Phi=\Phi$. With no condition on $P$ the lower bound fails: $P=0$ gives $T=1$ whatever $U$ is.

**Q:** Show me that the Lean objects are these.

**A:** `Phit` is $\tilde\Phi$, `ᴴ` is the conjugate transpose, and the finite types `n` and `m` label basis functions and channels.

```lean
import Mathlib

open Matrix Module
open scoped ComplexOrder

namespace PAWPartialWaveMixing

variable {n m l : Type*} [Fintype n] [DecidableEq n] [Fintype m] [DecidableEq m]

/-- The PAW transformation `T = 1 + (Phi - Phit) Pᴴ`, with all-electron waves `Phi`,
pseudo waves `Phit` and projectors `P` stored as columns. -/
def pawT (Phi Phit P : Matrix n m ℂ) : Matrix n n ℂ :=
  1 + (Phi - Phit) * Pᴴ
```

`keptColumns A s` retains the channels in `s`.

```lean
/-- The columns of `A` whose channel index lies in the set `s`. -/
def keptColumns (A : Matrix l m ℂ) (s : Finset m) : Matrix l s ℂ :=
  A.submatrix id (fun j : s => (j : m))
```

The main theorem, `minimal_projectors`, says that an invertible `M` (`IsUnit M`) and a set `s` of $k$ channels exist such that $T$ is rebuilt from those channels alone. It also says that any `X`, `Y` with `r` columns that represent $T$ satisfy $k\le r$, whether or not they come from mixing.

**Q:** Where does my real calculation enter?

**A:** Through two steps that are left to you: replacing functions in space by coefficients in a finite orthonormal basis, and checking $P^H\tilde\Phi=1$ for these coefficients, with all channels taken together. In a truncated basis, $P^H\tilde\Phi$ in general only approximates the true overlaps. The rank is also exact, so nearly dependent differences count as independent.

**Q:** Then take me through the proof.

**A:** First, vanishing columns drop out of the sum over channels in a product.

```lean
omit [Fintype n] [DecidableEq n] [DecidableEq m] in
/-- If the columns of `A` outside `s` vanish, only the channels in `s` contribute
to the product `A Bᴴ`. -/
theorem mul_eq_keptColumns (A : Matrix n m ℂ) (B : Matrix l m ℂ) (s : Finset m)
    (h : ∀ j ∉ s, ∀ i, A i j = 0) :
    A * Bᴴ = keptColumns A s * (keptColumns B s)ᴴ := by
  ext i j
  simp only [keptColumns, Matrix.mul_apply, Matrix.conjTranspose_apply,
    Matrix.submatrix_apply, id_eq]
  rw [Finset.sum_coe_sort s (fun x => A i x * star (B j x))]
  symm
  apply Finset.sum_subset (Finset.subset_univ s)
  intro x _ hx
  rw [h x hx i, zero_mul]
```

Next comes the joint basis. `exists_isCompl` supplies $C$, and `e` matches the basis vectors to channel labels.

```lean
omit [Fintype n] [DecidableEq n] in
/-- For wave differences `U` of rank `k`, some invertible mixing `M` of the channels makes
all columns of `U M` vanish except those in a set of `k` channels. -/
theorem exists_mixing (U : Matrix n m ℂ) :
    ∃ M : Matrix m m ℂ, IsUnit M ∧ ∃ s : Finset m, s.card = U.rank ∧
      ∀ j ∉ s, ∀ i, (U * M) i j = 0 := by
  -- split the coefficient space into the kernel of `U` and a complement
  obtain ⟨C, hC⟩ := Submodule.exists_isCompl (LinearMap.ker U.mulVecLin)
  have h1 := Submodule.finrank_add_eq_of_isCompl hC.symm
  have h2 := LinearMap.finrank_range_add_finrank_ker U.mulVecLin
  have hr : finrank ℂ C = U.rank := by
    unfold Matrix.rank
    omega
  let e : Fin (finrank ℂ C) ⊕ Fin (finrank ℂ (LinearMap.ker U.mulVecLin)) ≃ m :=
    Fintype.equivOfCardEq (by
      rw [Fintype.card_sum, Fintype.card_fin, Fintype.card_fin, h1,
        Module.finrank_fintype_fun_eq_card])
  -- the joint basis supplies the columns of `M`
  let b0 := ((Module.finBasis ℂ C).prod
    (Module.finBasis ℂ (LinearMap.ker U.mulVecLin))).map
      (Submodule.prodEquivOfIsCompl C _ hC.symm)
  let b := b0.reindex e
  refine ⟨(Pi.basisFun ℂ m).toMatrix b,
    ⟨⟨_, b.toMatrix (Pi.basisFun ℂ m),
      Module.Basis.toMatrix_mul_toMatrix_flip _ _,
      Module.Basis.toMatrix_mul_toMatrix_flip _ _⟩, rfl⟩,
    Finset.univ.map (Function.Embedding.inl.trans e.toEmbedding), ?_, ?_⟩
  · rw [Finset.card_map, Finset.card_univ, Fintype.card_fin, hr]
  · intro j hj i
    obtain ⟨x, rfl⟩ := e.surjective j
    cases x with
    | inl a => exact absurd (Finset.mem_map.mpr ⟨a, Finset.mem_univ a, rfl⟩) hj
    | inr a =>
      have hb : b (e (Sum.inr a)) =
          (Module.finBasis ℂ (LinearMap.ker U.mulVecLin) a : m → ℂ) := by
        simp [b, b0]
      have hz : U *ᵥ b (e (Sum.inr a)) = 0 := by
        rw [hb]
        exact LinearMap.mem_ker.mp (Module.finBasis ℂ (LinearMap.ker U.mulVecLin) a).2
      simp only [Matrix.mul_apply, Module.Basis.toMatrix_apply, Pi.basisFun_repr]
      exact congrFun hz i
```

**Q:** Could a cleverer mixing leave fewer active channels?

**A:** No. Undoing `M` writes $U$ as a product through the channels in `s`, so `s` has at least $k$ members.

```lean
omit [Fintype n] [DecidableEq n] in
/-- No invertible mixing does better: if all columns of `U M` outside `s` vanish,
then `s` has at least `rank U` channels. -/
theorem rank_le_active_channels (U : Matrix n m ℂ) (M : Matrix m m ℂ) (hM : IsUnit M)
    (s : Finset m) (h : ∀ j ∉ s, ∀ i, (U * M) i j = 0) : U.rank ≤ s.card := by
  have hdet := (Matrix.isUnit_iff_isUnit_det M).mp hM
  have e : U = keptColumns (U * M) s * (keptColumns (M⁻¹)ᴴ s)ᴴ := by
    rw [← mul_eq_keptColumns _ _ s h, Matrix.conjTranspose_conjTranspose,
      Matrix.mul_assoc, Matrix.mul_nonsing_inv M hdet, Matrix.mul_one]
  calc U.rank = (keptColumns (U * M) s * (keptColumns (M⁻¹)ᴴ s)ᴴ).rank := by rw [← e]
    _ ≤ (keptColumns (U * M) s).rank := Matrix.rank_mul_le_left _ _
    _ ≤ Fintype.card s := Matrix.rank_le_card_width _
    _ = s.card := Fintype.card_coe s
```

Biorthogonality then gives the rank of $T-1$, by the step $(T-1)\tilde\Phi=U$.

```lean
/-- For projectors biorthogonal to the pseudo waves, `T - 1` has the same rank as the
wave differences `Phi - Phit`. -/
theorem rank_pawT_sub_one (Phi Phit P : Matrix n m ℂ) (h : Pᴴ * Phit = 1) :
    (pawT Phi Phit P - 1).rank = (Phi - Phit).rank := by
  have e : pawT Phi Phit P - 1 = (Phi - Phit) * Pᴴ := by
    unfold pawT
    abel
  rw [e]
  apply le_antisymm (Matrix.rank_mul_le_left _ _)
  -- biorthogonality recovers the differences from `T - 1`
  have e2 : (Phi - Phit) * Pᴴ * Phit = Phi - Phit := by
    rw [Matrix.mul_assoc, h, Matrix.mul_one]
  calc (Phi - Phit).rank = ((Phi - Phit) * Pᴴ * Phit).rank := by rw [e2]
    _ ≤ _ := Matrix.rank_mul_le_left _ _
```

The main theorem combines `mul_eq_keptColumns`, `exists_mixing` and `rank_pawT_sub_one`: $MM^{-1}$ cancels in the first half, and the rank of $XY^H$ bounds $r$ in the second.

```lean
/-- Let `Pᴴ Phit = 1` and let `Phi - Phit` have rank `k`. An invertible mixing `M` leaves
only `k` channels active, `T` is built from these with `k` mixed projectors, and no
representation `T = 1 + X Yᴴ` has fewer than `k` columns. -/
theorem minimal_projectors (Phi Phit P : Matrix n m ℂ) (h : Pᴴ * Phit = 1) :
    (∃ M : Matrix m m ℂ, IsUnit M ∧ ∃ s : Finset m, s.card = (Phi - Phit).rank ∧
      (∀ j ∉ s, ∀ i, ((Phi - Phit) * M) i j = 0) ∧
      pawT Phi Phit P =
        1 + keptColumns ((Phi - Phit) * M) s * (keptColumns (P * (M⁻¹)ᴴ) s)ᴴ) ∧
    ∀ (r : ℕ) (X Y : Matrix n (Fin r) ℂ),
      pawT Phi Phit P = 1 + X * Yᴴ → (Phi - Phit).rank ≤ r := by
  constructor
  · obtain ⟨M, hM, s, hs, hz⟩ := exists_mixing (Phi - Phit)
    refine ⟨M, hM, s, hs, hz, ?_⟩
    have hdet := (Matrix.isUnit_iff_isUnit_det M).mp hM
    -- the mixing of waves and projectors cancels in the full product
    rw [← mul_eq_keptColumns _ _ s hz, Matrix.conjTranspose_mul,
      Matrix.conjTranspose_conjTranspose, Matrix.mul_assoc, ← Matrix.mul_assoc M,
      Matrix.mul_nonsing_inv M hdet, Matrix.one_mul]
    rfl
  · intro r X Y hXY
    rw [← rank_pawT_sub_one Phi Phit P h, hXY, add_sub_cancel_left]
    calc (X * Yᴴ).rank ≤ X.rank := Matrix.rank_mul_le_left _ _
      _ ≤ Fintype.card (Fin r) := Matrix.rank_le_card_width _
      _ = r := Fintype.card_fin r
```

**Q:** What does this mean for states and operators?

**A:** For biorthogonal projectors, rank–nullity for $T-1$ shows that the vectors $\psi$ with $T\psi=\psi$ form a space of dimension $n-k$. A vector that $T$ multiplies by a factor other than 1 is not counted, although a nonzero factor leaves the physical state the same.

```lean
/-- For biorthogonal projectors, the vectors that `T` leaves unchanged (the kernel of `T - 1`) form
a space whose dimension is the basis size minus the rank of `Phi - Phit`. -/
theorem finrank_unchanged_states (Phi Phit P : Matrix n m ℂ) (h : Pᴴ * Phit = 1) :
    finrank ℂ (LinearMap.ker (pawT Phi Phit P - 1).mulVecLin) + (Phi - Phit).rank
      = Fintype.card n := by
  rw [← rank_pawT_sub_one Phi Phit P h, add_comm]
  have h2 := LinearMap.finrank_range_add_finrank_ker (pawT Phi Phit P - 1).mulVecLin
  rw [Module.finrank_fintype_fun_eq_card] at h2
  exact h2
```

For electronic structure in a finite basis, the transformed operator $T^HAT$ is $A$ plus a correction of rank at most $2k$. With $E=UP^H$, the correction is $E^HA(1+E)+AE$, and each term has rank at most $k$. Biorthogonality is not used here.

```lean
omit [DecidableEq m] in
/-- The transformed operator `Tᴴ A T` differs from `A` by a correction whose rank is at most
twice the rank of `Phi - Phit`. -/
theorem rank_operator_correction (Phi Phit P : Matrix n m ℂ) (A : Matrix n n ℂ) :
    ((pawT Phi Phit P)ᴴ * A * pawT Phi Phit P - A).rank ≤ 2 * (Phi - Phit).rank := by
  have hE : ((Phi - Phit) * Pᴴ).rank ≤ (Phi - Phit).rank := Matrix.rank_mul_le_left _ _
  unfold pawT
  generalize (Phi - Phit) * Pᴴ = E at hE ⊢
  have e : (1 + E)ᴴ * A * (1 + E) - A = Eᴴ * (A * (1 + E)) + A * E := by
    rw [Matrix.conjTranspose_add, Matrix.conjTranspose_one]
    noncomm_ring
  have h1 : (Eᴴ * (A * (1 + E))).rank ≤ E.rank :=
    (Matrix.rank_mul_le_left _ _).trans (Matrix.rank_conjTranspose E).le
  have h2 : (A * E).rank ≤ E.rank := Matrix.rank_mul_le_right _ _
  -- the rank of a sum is at most the sum of the ranks
  have h3 : ∀ B D : Matrix n n ℂ, (B + D).rank ≤ B.rank + D.rank := by
    intro B D
    have hle : LinearMap.range (B + D).mulVecLin ≤
        LinearMap.range B.mulVecLin ⊔ LinearMap.range D.mulVecLin := by
      rintro _ ⟨x, rfl⟩
      rw [Matrix.mulVecLin_apply, Matrix.add_mulVec]
      exact Submodule.add_mem_sup ⟨x, rfl⟩ ⟨x, rfl⟩
    exact (Submodule.finrank_mono hle).trans
      (Submodule.finrank_add_le_finrank_add_finrank _ _)
  rw [e]
  have h4 := h3 (Eᴴ * (A * (1 + E))) (A * E)
  omega
```

**Q:** And our two-channel example?

**A:** Its biorthogonality and $k=1$ are checked explicitly. The difference matrix factors as a column times a row, which gives rank at most one; multiplying it down to the $1\times1$ identity gives at least one.

```lean
/-- The first two vectors of the standard basis of `ℂ³`, taken as pseudo waves and as their own
projectors, are biorthogonal, and adding the third basis vector to both gives wave differences of
rank one. -/
theorem minimal_projectors_witness :
    (!![1, 0; 0, 1; 0, 0] : Matrix (Fin 3) (Fin 2) ℂ)ᴴ *
      (!![1, 0; 0, 1; 0, 0] : Matrix (Fin 3) (Fin 2) ℂ) = 1 ∧
    ((!![1, 0; 0, 1; 1, 1] : Matrix (Fin 3) (Fin 2) ℂ) -
      (!![1, 0; 0, 1; 0, 0] : Matrix (Fin 3) (Fin 2) ℂ)).rank = 1 := by
  constructor
  · ext i j
    fin_cases i <;> fin_cases j <;>
      simp [Matrix.mul_apply, Fin.sum_univ_succ]
  · have hU : (!![1, 0; 0, 1; 1, 1] : Matrix (Fin 3) (Fin 2) ℂ) -
          (!![1, 0; 0, 1; 0, 0] : Matrix (Fin 3) (Fin 2) ℂ)
        = (!![0; 0; 1] : Matrix (Fin 3) (Fin 1) ℂ) *
          (!![1, 1] : Matrix (Fin 1) (Fin 2) ℂ) := by
      ext i j
      fin_cases i <;> fin_cases j <;> simp [Matrix.mul_apply]
    rw [hU]
    apply le_antisymm
    · exact (Matrix.rank_mul_le_left _ _).trans
        ((Matrix.rank_le_card_width _).trans (Fintype.card_fin 1).le)
    · -- a nonzero entry bounds the rank from below
      have h1 : (!![0, 0, 1] : Matrix (Fin 1) (Fin 3) ℂ) *
          (((!![0; 0; 1] : Matrix (Fin 3) (Fin 1) ℂ) *
            (!![1, 1] : Matrix (Fin 1) (Fin 2) ℂ)) *
            (!![1; 0] : Matrix (Fin 2) (Fin 1) ℂ)) = 1 := by
        ext i j
        fin_cases i
        fin_cases j
        simp [Matrix.mul_apply, Fin.sum_univ_succ]
      have h2 : (1 : Matrix (Fin 1) (Fin 1) ℂ).rank = 1 := by
        rw [Matrix.rank_one, Fintype.card_fin]
      exact ((congrArg Matrix.rank h1).trans h2).ge.trans
        ((Matrix.rank_mul_le_right _ _).trans (Matrix.rank_mul_le_left _ _))

end PAWPartialWaveMixing
```

```lean
#print axioms PAWPartialWaveMixing.rank_pawT_sub_one
#print axioms PAWPartialWaveMixing.minimal_projectors
#print axioms PAWPartialWaveMixing.finrank_unchanged_states
#print axioms PAWPartialWaveMixing.rank_operator_correction
```

```
'PAWPartialWaveMixing.rank_pawT_sub_one' depends on axioms: [propext, Classical.choice, Quot.sound]
'PAWPartialWaveMixing.minimal_projectors' depends on axioms: [propext, Classical.choice, Quot.sound]
'PAWPartialWaveMixing.finrank_unchanged_states' depends on axioms: [propext, Classical.choice, Quot.sound]
'PAWPartialWaveMixing.rank_operator_correction' depends on axioms: [propext, Classical.choice, Quot.sound]
```
